# At large reorganization energy the scaled Marcus–Hush–Chidsey rate tends to a Butler–Volmer law from below

## Electron transfer from a continuum of levels

A molecule in solution accepts an electron from a metal electrode. The electron can come from any occupied level of the metal, and each level gives the reaction a different driving force. The total rate is therefore a sum of Marcus rates over the levels, weighted by their occupation.

Measure all energies in units of the thermal energy. Let x be the energy of a level relative to the Fermi level, λ > 0 the reorganization energy, and h the overpotential measured from the formal potential of the redox couple, with h > 0 favouring reduction. The level is occupied with probability 1/(1 + exp x), and the free energy of transfer from it is −x − h. Its Marcus barrier is then (λ − x − h)²/(4λ). Without the electronic prefactor and the Marcus factor 1/√(4πλ), the rate is

k(λ, h) = ∫ exp(−(x − λ + h)²/(4λ)) / (1 + exp x) dx,

taken over all real x.

At h = 0 an electron at the Fermi level faces the barrier λ/4, which suggests a rate of order exp(−λ/4). Levels less than 2λ above the Fermi level have lower barriers but are less than half occupied, and levels below the Fermi level are more than half occupied but have higher barriers. The question is what number multiplies exp(−λ/4) once all of them are counted.

## The bound and the limit

At zero overpotential the answer has two parts:

exp(λ/4) k(λ, 0) < π for every λ > 0,

exp(λ/4) k(λ, 0) → π as λ → ∞.

The theorem `zero_overpotential_rate` states exactly this conjunction, with the integral written out. Two further theorems treat any fixed real h. `scaled_rate_lt` says that

exp(λ/4) k(λ, h) < π exp(h/2) for every λ > 0,

and `butlerVolmer_limit` says that the left side tends to the right side as λ → ∞. The dependence exp(h/2) is that of a Butler–Volmer rate with transfer coefficient one half.

In the Lean code, `mhcRate lam h` is k(λ, h), and both arguments are real numbers in thermal units. The integral is the Lebesgue integral over the whole line. The hypothesis `0 < lam` is the physical requirement that distorting the solvent and the molecule costs energy. `Tendsto … atTop (𝓝 …)` expresses the limit λ → ∞.

The model idealises the electrode as an infinitely wide band with constant density of states and constant coupling. The Gaussian is not normalised: if the usual Marcus factor 1/√(4πλ) is included, both the rate and its bound are multiplied by it, and the limit holds for the rate multiplied by √(4πλ) exp(λ/4). The limit is taken at fixed h, with no claim of uniformity in h and no estimate of the speed of convergence. Only the reduction direction is treated.

Within this flat-band, constant-coupling model, the bound gives a closed-form check on numerical quadrature of the rate integral, and the limit identifies a regime in which Butler–Volmer kinetics follows from Marcus theory.

## Completing the square

Expand the exponent around x + h:

−(x + h − λ)²/(4λ) = −(x + h)²/(4λ) + (x + h)/2 − λ/4.

Multiplying the rate by exp(λ/4) cancels the last term. The factor exp(h/2) does not depend on x and comes out of the integral, while exp(x/2) joins the Fermi factor. With

w(x) = exp(x/2)/(1 + exp x) = 1/(2 cosh(x/2)),

the result is

exp(λ/4) k(λ, h) = exp(h/2) ∫ exp(−(x + h)²/(4λ)) w(x) dx.

The weight w is symmetric about the Fermi level and decays exponentially on both sides. It expresses the competition between barrier and occupation. The remaining Gaussian is a damping factor, and it is the only place where λ still appears.

## The origin of π

The weight has an elementary primitive:

d/dx [2 arctan(exp(x/2))] = 2 · (1/2) exp(x/2)/(1 + exp x) = w(x).

As x → −∞ the primitive tends to 2 arctan 0 = 0, and as x → +∞ it tends to 2 · π/2 = π. Hence

∫ w(x) dx = π.

**Bound.** The damping factor is at most 1, so the damped integral is at most π. At x = 1 − h the factor equals exp(−1/(4λ)), which is less than 1. Since w is positive, the damped weight is smaller than w at that point and, by continuity, on a whole interval around it. The inequality between the integrals is therefore strict.

**Limit.** At each fixed x the exponent −(x + h)²/(4λ) tends to 0 as λ → ∞, so the damped weight tends to w(x). It never exceeds w, which is integrable and independent of λ. Dominated convergence gives the limit π for the integral, and hence π exp(h/2) for the scaled rate.

## The Lean file

```lean
import Mathlib

open MeasureTheory Filter Topology
open scoped Real

namespace MarcusHushChidseyLargeReorganization

noncomputable section

/-- The Marcus-Hush-Chidsey rate integral at reorganization energy `lam` and overpotential `h`,
both in thermal units, without the electronic prefactor. -/
def mhcRate (lam h : ℝ) : ℝ :=
  ∫ x : ℝ, Real.exp (-(x - lam + h) ^ 2 / (4 * lam)) / (1 + Real.exp x)

/-- The symmetric weight `exp (x/2) / (1 + exp x)` of an electrode level at energy `x`
from the Fermi level. -/
def weight (x : ℝ) : ℝ := Real.exp (x / 2) / (1 + Real.exp x)

/-- The level weight damped by a Gaussian of variance `2 * lam` centred at `-h`. -/
def dampedWeight (lam h x : ℝ) : ℝ :=
  Real.exp (-(x + h) ^ 2 / (4 * lam)) * weight x

/-- The level weight is positive. -/
lemma weight_pos (x : ℝ) : 0 < weight x := by
  unfold weight
  positivity

/-- The level weight is continuous in the energy. -/
lemma weight_continuous : Continuous weight := by
  unfold weight
  exact Continuous.div (by fun_prop) (by fun_prop) (fun x => by positivity)

/-- The damped weight is continuous in the energy. -/
lemma dampedWeight_continuous (lam h : ℝ) : Continuous (dampedWeight lam h) := by
  unfold dampedWeight
  exact Continuous.mul (by fun_prop) weight_continuous

/-- The exponential is the square of the exponential at half the energy. -/
lemma exp_eq_half_sq (x : ℝ) : Real.exp x = Real.exp (x / 2) ^ 2 := by
  rw [sq, ← Real.exp_add, add_halves]

/-- The function `2 arctan (exp (x/2))` is a primitive of the level weight. -/
theorem hasDerivAt_weight (x : ℝ) :
    HasDerivAt (fun y : ℝ => 2 * Real.arctan (Real.exp (y / 2))) (weight x) x := by
  have h1 : HasDerivAt (fun y : ℝ => Real.exp (y / 2)) (Real.exp (x / 2) * (1 / 2)) x :=
    ((hasDerivAt_id' x).div_const 2).exp
  refine (h1.arctan.const_mul 2).congr_deriv ?_
  unfold weight
  rw [exp_eq_half_sq x]
  ring

/-- The level weight is integrable over all energies. -/
lemma weight_integrable : Integrable weight := by
  have hn : ∀ x, ‖weight x‖ = weight x := fun x => Real.norm_of_nonneg (weight_pos x).le
  have key : ∀ i : ℝ, ∫ x in (-i)..i, ‖weight x‖ ≤ 2 * π := by
    intro i
    simp only [hn]
    rw [intervalIntegral.integral_eq_sub_of_hasDerivAt (fun x _ => hasDerivAt_weight x)
      (weight_continuous.intervalIntegrable _ _)]
    have h1 := Real.arctan_lt_pi_div_two (Real.exp (i / 2))
    have h2 := Real.neg_pi_div_two_lt_arctan (Real.exp (-i / 2))
    linarith
  exact integrable_of_intervalIntegral_norm_bounded (a := fun i : ℝ => -i)
    (b := fun i : ℝ => i) (l := atTop) (2 * π)
    (fun i => weight_continuous.integrableOn_Ioc)
    tendsto_neg_atTop_atBot tendsto_id (Eventually.of_forall key)

/-- The level weight integrates to `π` over all electrode energies. -/
theorem integral_weight : ∫ x, weight x = π := by
  have hb : Tendsto (fun y : ℝ => 2 * Real.arctan (Real.exp (y / 2))) atBot
      (𝓝 (2 * Real.arctan 0)) :=
    ((Real.continuous_arctan.tendsto 0).comp (Real.tendsto_exp_atBot.comp
      (tendsto_id.atBot_div_const (by norm_num : (0 : ℝ) < 2)))).const_mul 2
  have ht : Tendsto (fun y : ℝ => 2 * Real.arctan (Real.exp (y / 2))) atTop
      (𝓝 (2 * (π / 2))) :=
    ((Real.tendsto_arctan_atTop.mono_right nhdsWithin_le_nhds).comp
      (Real.tendsto_exp_atTop.comp
        (tendsto_id.atTop_div_const (by norm_num : (0 : ℝ) < 2)))).const_mul 2
  rw [integral_of_hasDerivAt_of_tendsto hasDerivAt_weight weight_integrable hb ht,
    Real.arctan_zero]
  ring

/-- Completing the square splits the rate into the factor `exp (-lam/4)`, the factor
`exp (h/2)` and the integral of the damped level weight. -/
theorem scaled_rate {lam : ℝ} (hl : 0 < lam) (h : ℝ) :
    Real.exp (lam / 4) * mhcRate lam h = Real.exp (h / 2) * ∫ x, dampedWeight lam h x := by
  unfold mhcRate
  rw [← integral_const_mul, ← integral_const_mul]
  congr 1
  funext x
  have e : Real.exp (lam / 4) * Real.exp (-(x - lam + h) ^ 2 / (4 * lam)) =
      Real.exp (h / 2) * (Real.exp (-(x + h) ^ 2 / (4 * lam)) * Real.exp (x / 2)) := by
    simp only [← Real.exp_add]
    congr 1
    field_simp
    ring
  simp only [dampedWeight, weight]
  rw [← mul_div_assoc, e]
  ring

/-- The damped weight never exceeds the level weight. -/
lemma dampedWeight_le {lam : ℝ} (hl : 0 < lam) (h x : ℝ) :
    dampedWeight lam h x ≤ weight x := by
  have h1 : Real.exp (-(x + h) ^ 2 / (4 * lam)) ≤ 1 :=
    Real.exp_le_one_iff.2 (div_nonpos_of_nonpos_of_nonneg
      (neg_nonpos.2 (sq_nonneg _)) (by positivity))
  exact mul_le_of_le_one_left (weight_pos x).le h1

/-- The absolute value of the damped weight never exceeds the level weight. -/
lemma norm_dampedWeight_le {lam : ℝ} (hl : 0 < lam) (h x : ℝ) :
    ‖dampedWeight lam h x‖ ≤ weight x := by
  have hp : 0 ≤ dampedWeight lam h x := by
    unfold dampedWeight
    exact (mul_pos (Real.exp_pos _) (weight_pos x)).le
  rw [Real.norm_of_nonneg hp]
  exact dampedWeight_le hl h x

/-- The damped weight is integrable over all energies. -/
lemma dampedWeight_integrable {lam : ℝ} (hl : 0 < lam) (h : ℝ) :
    Integrable (dampedWeight lam h) :=
  weight_integrable.mono' (dampedWeight_continuous lam h).aestronglyMeasurable
    (Eventually.of_forall (norm_dampedWeight_le hl h))

/-- Ordered continuous integrable functions that differ at one point have strictly ordered
integrals. -/
lemma integral_lt_of_continuous {f g : ℝ → ℝ} (hf : Continuous f) (hg : Continuous g)
    (fi : Integrable f) (gi : Integrable g) (hle : ∀ x, f x ≤ g x) (x₀ : ℝ)
    (hlt : f x₀ < g x₀) : ∫ x, f x < ∫ x, g x := by
  have hpos : 0 < ∫ x, (g x - f x) := by
    refine (integral_pos_iff_support_of_nonneg (fun x => sub_nonneg.2 (hle x))
      (gi.sub fi)).2 ?_
    -- the functions differ on a non-empty open set
    have ho : IsOpen {x | g x - f x ≠ 0} := isOpen_ne_fun (hg.sub hf) continuous_const
    exact ho.measure_pos volume ⟨x₀, (sub_pos.2 hlt).ne'⟩
  rw [integral_sub gi fi] at hpos
  linarith

/-- At every overpotential the rate lies strictly below `π exp (-lam/4) exp (h/2)`. -/
theorem scaled_rate_lt {lam : ℝ} (hl : 0 < lam) (h : ℝ) :
    Real.exp (lam / 4) * mhcRate lam h < π * Real.exp (h / 2) := by
  rw [scaled_rate hl, mul_comm π, ← integral_weight]
  refine mul_lt_mul_of_pos_left ?_ (Real.exp_pos _)
  refine integral_lt_of_continuous (dampedWeight_continuous lam h) weight_continuous
    (dampedWeight_integrable hl h) weight_integrable (dampedWeight_le hl h) (1 - h) ?_
  have e : -(1 - h + h) ^ 2 / (4 * lam) = -(1 / (4 * lam)) := by ring
  have h1 : Real.exp (-(1 - h + h) ^ 2 / (4 * lam)) < 1 := by
    rw [e, Real.exp_lt_one_iff]
    exact neg_lt_zero.2 (by positivity)
  exact mul_lt_of_lt_one_left (weight_pos _) h1


/-- For large reorganization energy the rate multiplied by `exp (lam/4)` tends to the
Butler-Volmer form `π exp (h/2)`, with transfer coefficient one half. -/
theorem butlerVolmer_limit (h : ℝ) :
    Tendsto (fun lam => Real.exp (lam / 4) * mhcRate lam h) atTop
      (𝓝 (π * Real.exp (h / 2))) := by
  have hlim : Tendsto (fun lam => ∫ x, dampedWeight lam h x) atTop (𝓝 (∫ x, weight x)) := by
    refine tendsto_integral_filter_of_dominated_convergence weight
      (Eventually.of_forall fun lam => (dampedWeight_continuous lam h).aestronglyMeasurable)
      ?_ weight_integrable (Eventually.of_forall fun x => ?_)
    · filter_upwards [eventually_gt_atTop (0 : ℝ)] with lam hl
      exact Eventually.of_forall (norm_dampedWeight_le hl h)
    · -- the Gaussian damping disappears at each fixed energy
      have h4 : Tendsto (fun lam : ℝ => 4 * lam) atTop atTop :=
        tendsto_id.const_mul_atTop (by norm_num : (0 : ℝ) < 4)
      have h5 := (Real.continuous_exp.tendsto 0).comp (h4.const_div_atTop (-(x + h) ^ 2))
      have h6 := h5.mul_const (weight x)
      rw [Real.exp_zero, one_mul] at h6
      exact h6
  rw [integral_weight] at hlim
  rw [mul_comm π]
  refine (hlim.const_mul (Real.exp (h / 2))).congr' ?_
  filter_upwards [eventually_gt_atTop (0 : ℝ)] with lam hl
  exact (scaled_rate hl h).symm


/-- The zero-overpotential electrode rate multiplied by `exp (lam/4)` is strictly below `π` for
every positive reorganization energy, and tends to `π` as this energy grows. -/
theorem zero_overpotential_rate :
    (∀ lam : ℝ, 0 < lam → Real.exp (lam / 4) *
      (∫ x : ℝ, Real.exp (-(x - lam) ^ 2 / (4 * lam)) / (1 + Real.exp x)) < π) ∧
    Tendsto (fun lam : ℝ => Real.exp (lam / 4) *
      ∫ x : ℝ, Real.exp (-(x - lam) ^ 2 / (4 * lam)) / (1 + Real.exp x)) atTop (𝓝 π) := by
  have e : ∀ lam : ℝ, (∫ x : ℝ, Real.exp (-(x - lam) ^ 2 / (4 * lam)) / (1 + Real.exp x))
      = mhcRate lam 0 := by
    intro lam
    simp only [mhcRate, add_zero]
  have e0 : π * Real.exp (0 / 2) = π := by
    rw [zero_div, Real.exp_zero, mul_one]
  simp only [e]
  refine ⟨fun lam hl => ?_, ?_⟩
  · have h1 := scaled_rate_lt hl 0
    rwa [e0] at h1
  · have h2 := butlerVolmer_limit 0
    rwa [e0] at h2

end

end MarcusHushChidseyLargeReorganization
```

```lean
#print axioms MarcusHushChidseyLargeReorganization.butlerVolmer_limit
#print axioms MarcusHushChidseyLargeReorganization.zero_overpotential_rate
```

```
'MarcusHushChidseyLargeReorganization.butlerVolmer_limit' depends on axioms: [propext, Classical.choice, Quot.sound]
'MarcusHushChidseyLargeReorganization.zero_overpotential_rate' depends on axioms: [propext, Classical.choice, Quot.sound]
```

## How the proof follows the calculation

**The weight.** The definition `weight` is w, and `dampedWeight` is w times the Gaussian. `weight_pos` gives positivity, while `weight_continuous` and `dampedWeight_continuous` give continuity. `hasDerivAt_weight` differentiates the arctangent by the chain rule. This produces 1 + exp(x/2)² in the denominator, and `exp_eq_half_sq` identifies it with 1 + exp x.

**Integrability and the value π.** Integrability is established before the integral is evaluated. In `weight_integrable`, the fundamental theorem of calculus turns the integral from −i to i into a difference of two values of the primitive. Because the arctangent lies between −π/2 and π/2, this difference is at most 2π for every i. That crude uniform bound suffices for integrability. `integral_weight` then finds the limits of the primitive at both ends, named `hb` and `ht`, and subtracts them.

**The factorisation.** `scaled_rate` completes the square. It moves the constants inside the integrals and compares the integrands at each x. The equation `e` combines the exponentials, and `field_simp` followed by `ring` checks the identity between the exponents. Clearing the denominator 4λ uses λ > 0.

**The strict inequality.** For λ > 0, `dampedWeight_le` is the pointwise comparison with w. `norm_dampedWeight_le` restates it for the absolute value, and `dampedWeight_integrable` deduces integrability from it. The general lemma `integral_lt_of_continuous` takes continuous integrable functions f ≤ g that differ at one point. The set where g − f is nonzero is open and nonempty, so it has positive measure, and the integral of g − f is positive. `scaled_rate_lt` applies this lemma at the point 1 − h and multiplies by exp(h/2).

**The limit.** `butlerVolmer_limit` supplies the conditions for dominated convergence: measurability, domination by `weight`, integrability of `weight`, and pointwise convergence. The domination is needed only for λ > 0, which holds eventually as λ → ∞; this is the role of `eventually_gt_atTop`. The factorisation then carries the limit over to the scaled rate.

**Zero overpotential.** `zero_overpotential_rate` identifies the written-out integral with `mhcRate lam 0`, sets h = 0 in the two preceding theorems, and simplifies exp(0) to 1.

## A negative reorganization energy

Positivity of λ is what makes the Gaussian decay. Take λ = −1 and h = 0. The integrand becomes

exp((x + 1)²/4)/(1 + exp x),

which grows without bound as x → +∞, because the quadratic exponent outruns the Fermi factor. The integral diverges, and no finite bound on the rate is possible. Lean assigns the value 0 to the integral of a non-integrable function, so the bare inequality would still be true there, but it would say nothing about a rate.

## Monotonic approach to the limit

The same comparison of integrands shows that the scaled rate increases strictly with λ. For 0 < λ₁ < λ₂,

exp(−(x + h)²/(4λ₁)) ≤ exp(−(x + h)²/(4λ₂)),

with equality only at x = −h. Multiplying by w and integrating gives

exp(λ₁/4) k(λ₁, h) < exp(λ₂/4) k(λ₂, h).

This consequence is derived here by hand and is not a theorem of the file. It concerns the scaled rate, from which the activation factor exp(−λ/4) has been removed and in which the Marcus factor 1/√(4πλ) is not included. With that factor the scaled rate tends to 0 as λ → ∞, so it does not increase throughout.
